# Adding a positive constant to every entry of the DIIS Gram matrix gives the unique norm-minimising sum-one coefficients for affinely independent errors

## Two errors of opposite sign

Take two error vectors on the real line, $e_0 = 1$ and $e_1 = -1$. DIIS (direct inversion in the iterative subspace) asks for coefficients with $c_0 + c_1 = 1$ that make $|c_0 e_0 + c_1 e_1|$ smallest, and the answer is $c_0 = c_1 = \tfrac12$, with zero error. Let $B_{ij} = e_i e_j$ be the Gram matrix and $\mathbf 1$ the vector of ones. The formula $c \propto B^{-1}\mathbf 1$ fails here, because $\det B = 0$. Adding a number $\sigma > 0$ to every entry of $B$ gives a matrix $C$:

$$B = \begin{pmatrix} 1 & -1 \\ -1 & 1 \end{pmatrix}, \qquad C = \begin{pmatrix} 1+\sigma & \sigma-1 \\ \sigma-1 & 1+\sigma \end{pmatrix}, \qquad \det C = 4\sigma .$$

Since $C\mathbf 1 = 2\sigma\mathbf 1$, we have $C^{-1}\mathbf 1 = \mathbf 1/(2\sigma)$. Its entries sum to $1/\sigma$, and dividing by this sum returns $(\tfrac12, \tfrac12)$ for every $\sigma > 0$. The shift adds the constant $\sigma$ to $c^T B c$ on all sum-one coefficients, so it leaves the minimiser in place while lifting the null direction $(1,1)$ of $B$.

## Errors, Gram matrix and coefficients

The errors $e_i$ are indexed by a finite set `ι` and lie in a real inner product space `E`, whose dimension may be infinite. Coefficients are real vectors `ι → ℝ`.

```lean
import Mathlib

open Matrix

namespace ShiftedDIIS

noncomputable section

variable {ι E : Type*} [Fintype ι] [NormedAddCommGroup E] [InnerProductSpace ℝ E]
```

The Gram matrix is $B_{ij} = \langle e_i, e_j\rangle$, and the extrapolated error for coefficients $c$ is $r(c) = \sum_i c_i e_i$.

```lean
/-- The DIIS error Gram matrix `B i j = ⟨e i, e j⟩`. -/
def gram (e : ι → E) : Matrix ι ι ℝ := Matrix.of fun i j => inner ℝ (e i) (e j)

/-- The extrapolated error vector `r(c) = ∑ c i • e i`. -/
def extrap (e : ι → E) (c : ι → ℝ) : E := ∑ i, c i • e i
```

The shifted matrix is $C = B + \sigma\,\mathbf 1\mathbf 1^T$, where `vecMulVec` forms the outer product. The shift $\sigma$ is a numerical parameter with the units of a squared error norm and describes no property of the physical system.

```lean
/-- The shifted Gram matrix `C = B + σ 1 1ᵀ`. -/
def shifted (e : ι → E) (σ : ℝ) : Matrix ι ι ℝ :=
  gram e + σ • vecMulVec (fun _ => (1 : ℝ)) (fun _ => (1 : ℝ))
```

The normalisation is $t = \mathbf 1^T C^{-1}\mathbf 1$ and the candidate coefficients are $c = C^{-1}\mathbf 1/t$. Mathlib sets the inverse of a singular matrix to zero, so these two definitions acquire their intended meaning once $C$ is shown to be invertible and $t$ nonzero.

```lean
/-- The normalisation `t = 1ᵀ C⁻¹ 1`. -/
def weightSum [DecidableEq ι] (e : ι → E) (σ : ℝ) : ℝ :=
  ∑ i, ((shifted e σ)⁻¹ *ᵥ (fun _ => (1 : ℝ))) i

/-- The coefficients `c = C⁻¹ 1 / (1ᵀ C⁻¹ 1)`. -/
def coeff [DecidableEq ι] (e : ι → E) (σ : ℝ) : ι → ℝ :=
  (weightSum e σ)⁻¹ • ((shifted e σ)⁻¹ *ᵥ (fun _ => (1 : ℝ)))
```

## The bilinear form of $C$

For coefficient vectors $x$ and $y$,

$$x^T C y = \sum_{ij} x_i\,(\langle e_i, e_j\rangle + \sigma)\,y_j = \langle r(x), r(y)\rangle + \sigma \Big(\sum_i x_i\Big)\Big(\sum_j y_j\Big).$$

In `shifted_form`, `h1` expands $\langle r(x), r(y)\rangle$ into a double sum by bilinearity, `h2` writes out the matrix product, and `ring` matches the two sides term by term. No hypothesis on $e$ or $\sigma$ enters.

```lean
/-- The bilinear form of `C`: `xᵀ C y = ⟨r(x), r(y)⟩ + σ (∑ x) (∑ y)`. -/
theorem shifted_form (e : ι → E) (σ : ℝ) (x y : ι → ℝ) :
    x ⬝ᵥ shifted e σ *ᵥ y
      = inner ℝ (extrap e x) (extrap e y) + σ * (∑ i, x i) * (∑ i, y i) := by
  have h1 : inner ℝ (extrap e x) (extrap e y)
      = ∑ i, ∑ j, x i * (y j * inner ℝ (e i) (e j)) := by
    unfold extrap
    rw [sum_inner]
    refine Finset.sum_congr rfl fun i _ => ?_
    rw [inner_sum]
    refine Finset.sum_congr rfl fun j _ => ?_
    rw [real_inner_smul_left, real_inner_smul_right]
  have h2 : x ⬝ᵥ shifted e σ *ᵥ y
      = ∑ i, x i * ∑ j, (inner ℝ (e i) (e j) + σ * (1 * 1)) * y j := rfl
  rw [h2, h1, mul_assoc, Finset.sum_mul_sum, Finset.mul_sum, ← Finset.sum_add_distrib]
  refine Finset.sum_congr rfl fun i _ => ?_
  rw [Finset.mul_sum, Finset.mul_sum, ← Finset.sum_add_distrib]
  refine Finset.sum_congr rfl fun j _ => ?_
  ring
```

## Affine independence and positive definiteness

The errors are affinely independent when $\sum_i x_i = 0$ and $r(x) = 0$ together force $x = 0$; equivalently, no stored error is a sum-one combination of the others. This is weaker than linear independence, which is the condition for $B$ to be invertible. It is a hypothesis on the stored history, assumed as `AffineIndependent ℝ e` and not derived from any iteration. The next lemma derives the implication just stated from Mathlib's definition.

```lean
/-- For affinely independent errors, coefficients with zero sum and zero extrapolated
error all vanish. -/
theorem eq_zero_of_affineIndependent {e : ι → E} (h : AffineIndependent ℝ e) {x : ι → ℝ}
    (hs : ∑ i, x i = 0) (hr : extrap e x = 0) : x = 0 := by
  funext i
  exact (affineIndependent_iff.mp h) Finset.univ x hs hr i (Finset.mem_univ i)
```

Setting $y = x$ gives $x^T C x = \|r(x)\|^2 + \sigma(\sum_i x_i)^2$. For $\sigma > 0$ both terms are nonnegative. If their sum is not positive, both vanish, so $r(x) = 0$ and $\sum_i x_i = 0$, and therefore $x = 0$. Mathlib's `PosDef` also demands symmetry, which the first branch obtains from `real_inner_comm`. The second branch argues by contradiction: `h3` and `h4` are the two vanishing terms, and `h6` and `h5` strip off the squares and the factor $\sigma$.

```lean
/-- For affinely independent errors and `σ > 0`, the shifted Gram matrix is positive
definite. -/
theorem shifted_posDef {e : ι → E} (h : AffineIndependent ℝ e) {σ : ℝ} (hσ : 0 < σ) :
    (shifted e σ).PosDef := by
  rw [posDef_iff_dotProduct_mulVec]
  refine ⟨?_, fun x hx => ?_⟩
  · show (shifted e σ)ᴴ = shifted e σ
    ext i j
    show inner ℝ (e j) (e i) + σ * (1 * 1) = inner ℝ (e i) (e j) + σ * (1 * 1)
    rw [real_inner_comm (e i) (e j)]
  · rw [star_trivial, shifted_form, real_inner_self_eq_norm_sq]
    by_contra hn
    have hle := not_lt.mp hn
    have h1 : 0 ≤ ‖extrap e x‖ ^ 2 := sq_nonneg _
    have h2 : 0 ≤ σ * (∑ i, x i) * (∑ i, x i) := by
      rw [mul_assoc]
      exact mul_nonneg hσ.le (mul_self_nonneg _)
    -- both nonnegative terms vanish
    have h3 : ‖extrap e x‖ ^ 2 = 0 := by linarith
    have h4 : σ * ((∑ i, x i) * (∑ i, x i)) = 0 := by
      rw [← mul_assoc]
      linarith
    have h5 : ∑ i, x i = 0 := mul_self_eq_zero.mp ((mul_eq_zero.mp h4).resolve_left hσ.ne')
    have h6 : extrap e x = 0 := by simpa using h3
    exact hx (eq_zero_of_affineIndependent h h5 h6)
```

The converse holds for any real $\sigma$. If $\sum_i w_i = 0$ and $r(w) = 0$, the form gives $w^T C w = 0$, which a positive definite $C$ allows only for $w = 0$. In the proof, `hpos` reduces to $0 < 0$. For $\sigma > 0$, affine independence and positive definiteness of $C$ are thus equivalent.

```lean
/-- Conversely, if the shifted Gram matrix is positive definite for some `σ`, the errors
are affinely independent. -/
theorem affineIndependent_of_posDef {e : ι → E} {σ : ℝ} (hC : (shifted e σ).PosDef) :
    AffineIndependent ℝ e := by
  rw [affineIndependent_iff_of_fintype]
  intro w hw hv i
  rw [Finset.weightedVSub_eq_linear_combination _ hw] at hv
  have hr : extrap e w = 0 := hv
  by_contra hi
  have hw0 : w ≠ 0 := fun h0 => hi (by rw [h0]; rfl)
  have hpos := hC.dotProduct_mulVec_pos hw0
  rw [star_trivial, shifted_form, hr, hw] at hpos
  simp at hpos
```

## The coefficients are well defined

Positive definiteness gives $\det C > 0$. Let $u = C^{-1}\mathbf 1$, so that $Cu = \mathbf 1$ (`hu`). With at least one error stored, $\mathbf 1 \neq 0$, hence $u \neq 0$ (`hne`); this is where `Nonempty ι` is used, and an empty family has no sum-one coefficients at all. Then

$$t = \sum_i u_i = u^T\mathbf 1 = u^T C u > 0, \qquad \sum_i c_i = \frac{t}{t} = 1, \qquad Cc = \frac{Cu}{t} = \frac1t\,\mathbf 1 .$$

These are the three parts of `coeff_spec`.

```lean
/-- For affinely independent errors and `σ > 0`: `t > 0`, the coefficients sum to one,
and `C c = 1 / t` componentwise. -/
theorem coeff_spec [DecidableEq ι] [Nonempty ι] {e : ι → E} (h : AffineIndependent ℝ e)
    {σ : ℝ} (hσ : 0 < σ) :
    0 < weightSum e σ ∧ ∑ i, coeff e σ i = 1 ∧
      shifted e σ *ᵥ coeff e σ = fun _ => (weightSum e σ)⁻¹ := by
  have hpd := shifted_posDef h hσ
  have hdet : IsUnit (shifted e σ).det := hpd.det_pos.ne'.isUnit
  have hu : shifted e σ *ᵥ ((shifted e σ)⁻¹ *ᵥ (fun _ => (1 : ℝ))) = fun _ => 1 := by
    rw [mulVec_mulVec, mul_nonsing_inv _ hdet, one_mulVec]
  have hne : (shifted e σ)⁻¹ *ᵥ (fun _ => (1 : ℝ)) ≠ 0 := by
    intro h0
    rw [h0, mulVec_zero] at hu
    have := congrFun hu (Classical.arbitrary ι)
    simp at this
  -- t = uᵀ C u with u = C⁻¹ 1
  have ht : 0 < weightSum e σ := by
    have := hpd.dotProduct_mulVec_pos hne
    rw [star_trivial, hu] at this
    simpa [weightSum, dotProduct] using this
  refine ⟨ht, ?_, ?_⟩
  · simp only [coeff, Pi.smul_apply, smul_eq_mul]
    rw [← Finset.mul_sum]
    exact inv_mul_cancel₀ ht.ne'
  · rw [coeff, mulVec_smul, hu]
    funext i
    simp
```

## The minimum and its uniqueness

Let $d$ be any coefficients with $\sum_i d_i = 1$. Then $d^T C c = \frac1t\sum_i d_i = \frac1t$, while the bilinear form gives $d^T C c = \langle r(d), r(c)\rangle + \sigma$. Hence

$$\langle r(d), r(c)\rangle = \frac1t - \sigma \quad \text{for every sum-one } d,$$

which is `key`. The choice $d = c$ gives $\|r(c)\|^2 = 1/t - \sigma$ (`hc`). Expanding the square,

$$\|r(d) - r(c)\|^2 = \|r(d)\|^2 - 2\Big(\frac1t - \sigma\Big) + \|r(c)\|^2 = \|r(d)\|^2 - \|r(c)\|^2 ,$$

which is `hp`. The left side is nonnegative, so $\|r(c)\| \le \|r(d)\|$. If the norms are equal, then $r(d - c) = r(d) - r(c) = 0$ and $\sum_i (d_i - c_i) = 0$, and affine independence gives $d = c$.

In words, `shifted_diis_minimises` says that for a nonempty, finite, affinely independent family and $\sigma > 0$, the matrix $C$ is positive definite, $c$ sums to one, $\|r(c)\|^2 = 1/t - \sigma$, every sum-one $d$ has $\|r(c)\| \le \|r(d)\|$, and equality forces $d = c$. The coefficients may have either sign. The Pythagorean identity is a step inside the proof and is not among the conclusions. A single stored error $e_0$, even a zero one, is included: $C$ is the number $\|e_0\|^2 + \sigma$, which equals $1/t$, and $c_0 = 1$.

```lean
/-- For affinely independent errors and `σ > 0`, `C` is positive definite, `c` sums to
one with `‖r(c)‖² = 1/t - σ`, and `c` is the unique minimiser of `‖r(d)‖` among
coefficients `d` summing to one. -/
theorem shifted_diis_minimises [DecidableEq ι] [Nonempty ι] {e : ι → E}
    (h : AffineIndependent ℝ e) {σ : ℝ} (hσ : 0 < σ) :
    (shifted e σ).PosDef ∧ ∑ i, coeff e σ i = 1 ∧
      ‖extrap e (coeff e σ)‖ ^ 2 = (weightSum e σ)⁻¹ - σ ∧
      ∀ d : ι → ℝ, ∑ i, d i = 1 →
        ‖extrap e (coeff e σ)‖ ≤ ‖extrap e d‖ ∧
          (‖extrap e d‖ = ‖extrap e (coeff e σ)‖ → d = coeff e σ) := by
  obtain ⟨_, hs, hC⟩ := coeff_spec h hσ
  -- every sum-one extrapolation has the same overlap with r(c)
  have key : ∀ d : ι → ℝ, ∑ i, d i = 1 →
      inner ℝ (extrap e d) (extrap e (coeff e σ)) = (weightSum e σ)⁻¹ - σ := by
    intro d hd
    have h1 := shifted_form e σ d (coeff e σ)
    rw [hC, hd, hs] at h1
    have h2 : d ⬝ᵥ (fun _ => (weightSum e σ)⁻¹) = (weightSum e σ)⁻¹ := by
      unfold dotProduct
      rw [← Finset.sum_mul, hd, one_mul]
    linarith
  have hc := key _ hs
  rw [real_inner_self_eq_norm_sq] at hc
  refine ⟨shifted_posDef h hσ, hs, hc, fun d hd => ?_⟩
  -- Pythagoras around the minimiser
  have hp : ‖extrap e d - extrap e (coeff e σ)‖ ^ 2
      = ‖extrap e d‖ ^ 2 - ‖extrap e (coeff e σ)‖ ^ 2 := by
    rw [norm_sub_sq_real, key d hd, hc]
    ring
  constructor
  · have h0 := sq_nonneg ‖extrap e d - extrap e (coeff e σ)‖
    have h1 : ‖extrap e (coeff e σ)‖ ^ 2 ≤ ‖extrap e d‖ ^ 2 := by linarith
    exact (abs_le_of_sq_le_sq' h1 (norm_nonneg _)).2
  · intro heq
    rw [heq, sub_self] at hp
    have h0 : extrap e d - extrap e (coeff e σ) = 0 := by simpa using hp
    have h1 : extrap e (d - coeff e σ) = extrap e d - extrap e (coeff e σ) := by
      simp only [extrap, Pi.sub_apply, sub_smul, Finset.sum_sub_distrib]
    have h2 : ∑ i, (d - coeff e σ) i = 0 := by
      simp only [Pi.sub_apply, Finset.sum_sub_distrib]
      rw [hd, hs, sub_self]
    exact sub_eq_zero.mp (eq_zero_of_affineIndependent h h2 (h1.trans h0))
```

## Independence of the shift

Let $\sigma$ and $\tau$ be positive, with coefficients $c_\sigma$ and $c_\tau$. Both sum to one and both minimise the same norm, so each norm bounds the other and `le_antisymm` makes them equal. Uniqueness for $\tau$, applied to $d = c_\sigma$, gives $c_\sigma = c_\tau$.

```lean
/-- For affinely independent errors the coefficients are the same for all positive
shifts. -/
theorem coeff_shift_independent [DecidableEq ι] [Nonempty ι] {e : ι → E}
    (h : AffineIndependent ℝ e) {σ τ : ℝ} (hσ : 0 < σ) (hτ : 0 < τ) :
    coeff e σ = coeff e τ := by
  obtain ⟨_, hs, _, hm⟩ := shifted_diis_minimises h hσ
  obtain ⟨_, hs', _, hm'⟩ := shifted_diis_minimises h hτ
  exact (hm' _ hs).2 (le_antisymm (hm _ hs').1 (hm' _ hs).1)
```

## The singular example

For $e_0 = 1$ and $e_1 = -1$, two distinct points are affinely independent (`affineIndependent_of_ne`) and $\det B = 1\cdot 1 - (-1)(-1) = 0$. The minimisation theorem therefore applies to a family whose Gram matrix is singular.

```lean
/-- The errors `1` and `-1` on the real line are affinely independent while their Gram
matrix is singular. -/
theorem singular_gram_witness :
    AffineIndependent ℝ (![1, -1] : Fin 2 → ℝ) ∧ (gram (![1, -1] : Fin 2 → ℝ)).det = 0 := by
  constructor
  · exact affineIndependent_of_ne ℝ (by norm_num)
  · simp [gram, Matrix.det_fin_two]

end

end ShiftedDIIS
```

```lean
#print axioms ShiftedDIIS.affineIndependent_of_posDef
#print axioms ShiftedDIIS.shifted_diis_minimises
#print axioms ShiftedDIIS.coeff_shift_independent
```

```
'ShiftedDIIS.affineIndependent_of_posDef' depends on axioms: [propext, Classical.choice, Quot.sound]
'ShiftedDIIS.shifted_diis_minimises' depends on axioms: [propext, Classical.choice, Quot.sound]
'ShiftedDIIS.coeff_shift_independent' depends on axioms: [propext, Classical.choice, Quot.sound]
```

## The step in a self-consistent-field code

In a self-consistent-field calculation with real orbitals, a common choice of error is $e_i = F_i D_i S - S D_i F_i$, built from the Fock matrix $F_i$ and density matrix $D_i$ of iteration $i$ and the overlap matrix $S$, with $\langle X, Y\rangle = \operatorname{tr}(X^T Y)$ for real matrices $X$ and $Y$. The theorems fix the mixing coefficients of one such step, in exact arithmetic and for an affinely independent finite history; they say nothing about convergence of the iteration or about the error of the extrapolated Fock matrix $\sum_i c_i F_i$.

A code would form $B$, add $\sigma$ to every entry, solve $Cu = \mathbf 1$ by Cholesky factorisation and divide $u$ by the sum of its entries. The same $c$ satisfies $Bc = Cc - \sigma\mathbf 1 = (1/t - \sigma)\mathbf 1$, the Lagrange condition of the usual bordered DIIS system. Adding $\sigma$ to the diagonal alone is a different operation: it penalises $\sum_i c_i^2$ and in general moves the minimiser. In floating point the value of $\sigma$ affects the conditioning of $C$, although the exact $c$ is independent of it. These comments on practice, like the explicit values of $c$ and $t$ in the small examples, are ordinary algebra and are not among the Lean theorems above.
